# For the zeroth Boys function, T F₀(T)² is π/4 minus an explicit integral at every real T

Treat two overlapping Gaussian charge clouds as point charges, and their Coulomb energy diverges as their centres meet, although the true energy stays finite. In terms of the zeroth Boys function F₀, the point-charge formula replaces F₀(T) by ½√(π/T), where T is proportional to the squared distance between the centres. The replacement is good at large T and fails near T = 0, where F₀(0) = 1. How large T must be for a given accuracy depends on the size of what the formula leaves out. The identity below gives the missing part exactly, for the square of F₀:

T F₀(T)² + ∫₀¹ exp(−T(1+u²))/(1+u²) du = π/4.

F₀ enters nuclear-attraction and electron-repulsion integrals over Gaussian basis functions; the identity concerns order zero only. The reduction of those Coulomb integrals to F₀ is taken from the usual theory and is not derived here.

## The two integrals

```lean
import Mathlib

open Real

namespace BoysProductIdentity

noncomputable section
```

In what follows, a `def` introduces a quantity. A `theorem` states a claim before the sign `:=` and proves it afterwards.

```lean
/-- The zeroth Boys function, the integral of `exp (-T t²)` over `0 ≤ t ≤ 1`. -/
def boysF0 (T : ℝ) : ℝ := ∫ t in (0:ℝ)..1, Real.exp (-T * t ^ 2)
```

This is the Boys function as an actual integral:

F₀(T) = ∫₀¹ exp(−T t²) dt.

The type `ℝ` admits every real T, including negative values, which do not arise from a squared distance. T is a dimensionless argument, not a temperature.

```lean
/-- The angular integral of `a b exp (-T (a² + b² u²)) / (a² + b² u²)` over `0 ≤ u ≤ 1`,
meant for `a ≠ 0`. -/
def angularPart (a b T : ℝ) : ℝ :=
  ∫ u in (0:ℝ)..1, a * b / (a ^ 2 + b ^ 2 * u ^ 2) * Real.exp (-T * (a ^ 2 + b ^ 2 * u ^ 2))
```

The second integral, written A below, depends on two real scalings a and b:

A(a,b,T) = ∫₀¹ ab exp(−T(a²+b²u²))/(a²+b²u²) du.

The name `angularPart` is not a textbook term. It fits because the value at T = 0 is an angle.

## Derivatives and the recurrence

```lean
/-- An integral of `g(u) exp (-T k(u))` over `[0,1]`, with `g` and `k` continuous, may be
differentiated in `T` under the integral sign. -/
theorem hasDerivAt_expIntegral {g k : ℝ → ℝ} (hg : Continuous g) (hk : Continuous k) (T : ℝ) :
    HasDerivAt (fun x => ∫ u in (0:ℝ)..1, g u * Real.exp (-x * k u))
      (∫ u in (0:ℝ)..1, -(g u * k u * Real.exp (-T * k u))) T := by
  have c1 : ∀ x : ℝ, Continuous fun u => g u * Real.exp (-x * k u) := fun x => by fun_prop
  have c2 : Continuous fun u => -(g u * k u * Real.exp (-T * k u)) := by fun_prop
  have c3 : Continuous fun u => |g u * k u| * Real.exp ((|T| + 1) * |k u|) := by fun_prop
  refine (intervalIntegral.hasDerivAt_integral_of_dominated_loc_of_deriv_le
    (μ := MeasureTheory.volume)
    (F := fun x u => g u * Real.exp (-x * k u))
    (F' := fun x u => -(g u * k u * Real.exp (-x * k u)))
    (bound := fun u => |g u * k u| * Real.exp ((|T| + 1) * |k u|))
    (Metric.ball_mem_nhds T one_pos)
    (Filter.Eventually.of_forall fun x => (c1 x).aestronglyMeasurable)
    ((c1 T).intervalIntegrable 0 1) c2.aestronglyMeasurable ?_
    (c3.intervalIntegrable 0 1) ?_).2
  · -- a bound uniform in `x` on the unit ball around `T`
    refine Filter.Eventually.of_forall fun u _ x hx => ?_
    have h1 : |x - T| < 1 := by
      rw [Metric.mem_ball, Real.dist_eq] at hx
      exact hx
    have hx' : |x| ≤ |T| + 1 := by
      linarith [abs_sub_abs_le_abs_sub x T]
    have h2 : -x * k u ≤ (|T| + 1) * |k u| :=
      calc -x * k u ≤ |-x * k u| := le_abs_self _
        _ = |x| * |k u| := by rw [abs_mul, abs_neg]
        _ ≤ (|T| + 1) * |k u| := mul_le_mul_of_nonneg_right hx' (abs_nonneg _)
    change ‖-(g u * k u * Real.exp (-x * k u))‖ ≤ |g u * k u| * Real.exp ((|T| + 1) * |k u|)
    rw [norm_neg, Real.norm_eq_abs, abs_mul (g u * k u), abs_of_pos (Real.exp_pos _)]
    exact mul_le_mul_of_nonneg_left (Real.exp_le_exp.mpr h2) (abs_nonneg _)
  · refine Filter.Eventually.of_forall fun u _ x _ => ?_
    have h0 : HasDerivAt (fun y : ℝ => -y * k u) (-k u) x :=
      ((hasDerivAt_id' x).fun_neg.mul_const (k u)).congr_deriv (by ring)
    exact (h0.exp.const_mul (g u)).congr_deriv (by ring)
```

`HasDerivAt f d T` says that f is differentiable at T with derivative d. For continuous g and k, the theorem states

d/dT ∫₀¹ g(u) exp(−T k(u)) du = −∫₀¹ g(u) k(u) exp(−T k(u)) du.

To justify moving the derivative inside, take x with |x − T| < 1. Then |x| ≤ |T| + 1, and the differentiated integrand obeys

|g k exp(−x k)| ≤ |g k| exp((|T|+1)|k|).

The right side does not depend on x and is continuous in u, hence integrable on [0,1], so dominated convergence applies. The first bullet of the proof establishes this bound; the second differentiates the integrand at fixed u.

```lean
/-- The derivative of the zeroth Boys function is minus the integral of `t² exp (-T t²)`
over `[0,1]`. -/
theorem hasDerivAt_boysF0 (T : ℝ) :
    HasDerivAt boysF0 (-∫ t in (0:ℝ)..1, t ^ 2 * Real.exp (-T * t ^ 2)) T := by
  have h := hasDerivAt_expIntegral (g := fun _ => 1) (k := fun t => t ^ 2)
    continuous_const (by fun_prop) T
  simp only [one_mul, intervalIntegral.integral_neg] at h
  exact h
```

Setting g = 1 and k = t² gives

F₀′(T) = −F₁(T), with F₁(T) = ∫₀¹ t² exp(−T t²) dt.

F₁ is the Boys function of order one. The Lean code writes out its integral and gives it no name.

```lean
/-- The Boys recurrence between orders zero and one, obtained by integration by parts. -/
theorem boys_recurrence (T : ℝ) :
    2 * T * (∫ t in (0:ℝ)..1, t ^ 2 * Real.exp (-T * t ^ 2)) = boysF0 T - Real.exp (-T) := by
  have hd : ∀ t : ℝ, HasDerivAt (fun s : ℝ => s * Real.exp (-T * s ^ 2))
      (Real.exp (-T * t ^ 2) - 2 * T * (t ^ 2 * Real.exp (-T * t ^ 2))) t := by
    intro t
    have h1 : HasDerivAt (fun s : ℝ => -T * s ^ 2) (-T * (2 * t)) t :=
      ((hasDerivAt_pow 2 t).const_mul (-T)).congr_deriv (by simp)
    exact ((hasDerivAt_id' t).fun_mul h1.exp).congr_deriv (by ring)
  have c1 : Continuous fun t : ℝ => Real.exp (-T * t ^ 2) := by fun_prop
  have c2 : Continuous fun t : ℝ => 2 * T * (t ^ 2 * Real.exp (-T * t ^ 2)) := by fun_prop
  have h := intervalIntegral.integral_eq_sub_of_hasDerivAt (fun t _ => hd t)
    ((c1.sub c2).intervalIntegrable 0 1)
  rw [intervalIntegral.integral_sub (c1.intervalIntegrable 0 1) (c2.intervalIntegrable 0 1),
    intervalIntegral.integral_const_mul] at h
  simp only [one_pow, mul_one, one_mul, zero_mul, sub_zero] at h
  unfold boysF0
  linarith
```

This is the recurrence 2T F₁(T) = F₀(T) − exp(−T). By hand, start from

d/dt [t exp(−T t²)] = exp(−T t²) − 2T t² exp(−T t²)

and integrate from 0 to 1:

exp(−T) = F₀(T) − 2T F₁(T).

The step `hd` is the first line, the fundamental theorem of calculus gives the second, and `linarith` rearranges it. Nothing is divided by T, so T = 0 is included.

## The angular integral

```lean
/-- For `a ≠ 0`, the `T`-derivative of the angular integral is `-a b` times the Gaussian factor
`exp (-T a²)` times the zeroth Boys function at `T b²`. -/
theorem hasDerivAt_angularPart {a : ℝ} (ha : a ≠ 0) (b T : ℝ) :
    HasDerivAt (angularPart a b)
      (-(a * b * Real.exp (-(T * a ^ 2)) * boysF0 (T * b ^ 2))) T := by
  have hD : ∀ u : ℝ, a ^ 2 + b ^ 2 * u ^ 2 ≠ 0 := fun u => by positivity
  have hk : Continuous fun u : ℝ => a ^ 2 + b ^ 2 * u ^ 2 := by fun_prop
  have hg : Continuous fun u : ℝ => a * b / (a ^ 2 + b ^ 2 * u ^ 2) :=
    continuous_const.div hk hD
  refine (hasDerivAt_expIntegral hg hk T).congr_deriv ?_
  rw [boysF0, ← intervalIntegral.integral_const_mul, ← intervalIntegral.integral_neg]
  apply intervalIntegral.integral_congr
  intro u _
  -- the denominator cancels and the exponential factorises
  have e : Real.exp (-T * (a ^ 2 + b ^ 2 * u ^ 2))
      = Real.exp (-(T * a ^ 2)) * Real.exp (-(T * b ^ 2) * u ^ 2) := by
    rw [← Real.exp_add]
    congr 1
    ring
  have c : a * b / (a ^ 2 + b ^ 2 * u ^ 2) * (a ^ 2 + b ^ 2 * u ^ 2) = a * b :=
    div_mul_cancel₀ _ (hD u)
  change -(a * b / (a ^ 2 + b ^ 2 * u ^ 2) * (a ^ 2 + b ^ 2 * u ^ 2)
      * Real.exp (-T * (a ^ 2 + b ^ 2 * u ^ 2)))
    = -(a * b * Real.exp (-(T * a ^ 2)) * Real.exp (-(T * b ^ 2) * u ^ 2))
  rw [c, e]
  ring
```

For a ≠ 0 the denominator a² + b²u² is positive, and the differentiation rule applies. The derivative brings down a factor −(a²+b²u²), which cancels the denominator:

∂A/∂T = −ab ∫₀¹ exp(−T(a²+b²u²)) du
= −ab exp(−Ta²) ∫₀¹ exp(−Tb²u²) du
= −ab exp(−Ta²) F₀(Tb²).

In the proof, `c` is the cancellation and `e` is the factorisation of the exponential.

```lean
/-- At `T = 0` and for `a ≠ 0`, the angular integral is the angle `arctan (b / a)`. -/
theorem angularPart_zero {a : ℝ} (ha : a ≠ 0) (b : ℝ) :
    angularPart a b 0 = Real.arctan (b / a) := by
  have hD : ∀ u : ℝ, a ^ 2 + b ^ 2 * u ^ 2 ≠ 0 := fun u => by positivity
  have hg : Continuous fun u : ℝ => a * b / (a ^ 2 + b ^ 2 * u ^ 2) :=
    continuous_const.div (by fun_prop) hD
  have hd : ∀ u : ℝ, HasDerivAt (fun v : ℝ => Real.arctan (b / a * v))
      (a * b / (a ^ 2 + b ^ 2 * u ^ 2)) u := by
    intro u
    have h1 : HasDerivAt (fun v : ℝ => b / a * v) (b / a) u :=
      ((hasDerivAt_id' u).const_mul (b / a)).congr_deriv (mul_one _)
    refine h1.arctan.congr_deriv ?_
    have hne : 1 + (b / a * u) ^ 2 ≠ 0 := by positivity
    rw [one_div, inv_mul_eq_div, div_eq_div_iff hne (hD u)]
    field_simp
  simp only [angularPart, neg_zero, zero_mul, Real.exp_zero, mul_one]
  rw [intervalIntegral.integral_eq_sub_of_hasDerivAt (fun u _ => hd u)
    (hg.intervalIntegrable 0 1)]
  simp
```

At T = 0 the exponential is 1, and the remaining integrand is the derivative of an arctangent:

d/du arctan(bu/a) = (b/a)/(1 + b²u²/a²) = ab/(a²+b²u²).

Integrating from 0 to 1 gives A(a,b,0) = arctan(b/a). The step `hd` checks this derivative.

## A product of two Boys functions

```lean
/-- For scalings `a, b > 0` and every real `T`, the product of the Boys functions at `T a²` and
`T b²`, weighted by `a b T`, and the mean of the two angular integrals add up to `π / 4`. -/
theorem boys_product_identity {a b : ℝ} (ha : 0 < a) (hb : 0 < b) (T : ℝ) :
    a * b * T * (boysF0 (T * a ^ 2) * boysF0 (T * b ^ 2))
      + (angularPart a b T + angularPart b a T) / 2 = π / 4 := by
  have hF : ∀ c x : ℝ, HasDerivAt (fun y => boysF0 (y * c ^ 2))
      ((-∫ t in (0:ℝ)..1, t ^ 2 * Real.exp (-(x * c ^ 2) * t ^ 2)) * c ^ 2) x := by
    intro c x
    have h : HasDerivAt (fun y : ℝ => y * c ^ 2) (c ^ 2) x :=
      ((hasDerivAt_id' x).mul_const (c ^ 2)).congr_deriv (one_mul _)
    exact (hasDerivAt_boysF0 (x * c ^ 2)).comp x h
  -- by the recurrence, the left-hand side does not depend on `T`
  have hd : ∀ x : ℝ, HasDerivAt (fun y => a * b * y * (boysF0 (y * a ^ 2) * boysF0 (y * b ^ 2))
      + (angularPart a b y + angularPart b a y) / 2) 0 x := by
    intro x
    have ra := boys_recurrence (x * a ^ 2)
    have rb := boys_recurrence (x * b ^ 2)
    refine ((((hasDerivAt_id' x).const_mul (a * b)).fun_mul
      ((hF a x).fun_mul (hF b x))).fun_add
      (((hasDerivAt_angularPart ha.ne' b x).fun_add
        (hasDerivAt_angularPart hb.ne' a x)).div_const 2)).congr_deriv ?_
    linear_combination (-(a * b * boysF0 (x * b ^ 2)) / 2) * ra
      + (-(a * b * boysF0 (x * a ^ 2)) / 2) * rb
  have h := is_const_of_deriv_eq_zero (fun x => (hd x).differentiableAt)
    (fun x => (hd x).deriv) T 0
  -- at `T = 0` two complementary angles remain
  have h0 : Real.arctan (a / b) = π / 2 - Real.arctan (b / a) := by
    rw [← Real.arctan_inv_of_pos (div_pos hb ha), inv_div]
  simp only [mul_zero, zero_mul, zero_add, angularPart_zero ha.ne', angularPart_zero hb.ne',
    h0] at h
  linarith
```

For a, b > 0 and every real T, the theorem states

ab T F₀(Ta²) F₀(Tb²) + ½[A(a,b,T) + A(b,a,T)] = π/4.

Call the left side G(T), and abbreviate P = F₀(Ta²), Q = F₀(Tb²), P₁ = F₁(Ta²), Q₁ = F₁(Tb²). The product and chain rules, with the derivative of A, give

G′ = ab PQ − ab T(a²P₁Q + b²PQ₁) − ½ab[exp(−Ta²) Q + exp(−Tb²) P].

The recurrence at the two arguments reads

2Ta²P₁ = P − exp(−Ta²),
2Tb²Q₁ = Q − exp(−Tb²).

Inserting both turns the middle term into

−ab PQ + ½ab[exp(−Ta²) Q + exp(−Tb²) P],

so everything cancels and G′ = 0. Hence G is constant and equals its value at T = 0:

G(0) = ½[arctan(b/a) + arctan(a/b)] = ½ · π/2 = π/4.

The two angles are complementary because b/a is positive.

In Lean, `hF` is the chain rule and `hd` is G′ = 0. There `ra` and `rb` are the two recurrences, and `linear_combination` adds them with the weights that produce the cancellation. The lemma `is_const_of_deriv_eq_zero` then equates G(T) with G(0), and `h0` supplies the complementary angles.

## The square

```lean
/-- For every real `T`, `T F₀(T)²` plus the integral of `exp (-T (1 + u²)) / (1 + u²)` over
`[0,1]` equals `π / 4`. -/
theorem boys_square_identity (T : ℝ) :
    T * boysF0 T ^ 2 + (∫ u in (0:ℝ)..1, Real.exp (-T * (1 + u ^ 2)) / (1 + u ^ 2)) = π / 4 := by
  have h := boys_product_identity one_pos one_pos T
  have e : angularPart 1 1 T = ∫ u in (0:ℝ)..1, Real.exp (-T * (1 + u ^ 2)) / (1 + u ^ 2) := by
    unfold angularPart
    apply intervalIntegral.integral_congr
    intro u _
    simp only [one_pow, one_mul]
    ring
  rw [e] at h
  simp only [one_pow, mul_one, one_mul] at h
  linear_combination h

end

end BoysProductIdentity
```

With a = b = 1 the two Boys functions coincide, and so do the two angular integrals, whose mean is therefore the single integral in the statement. The step `e` rewrites `angularPart 1 1 T` in that form, and the product identity becomes

T F₀(T)² + ∫₀¹ exp(−T(1+u²))/(1+u²) du = π/4.

Dropping the integral for T > 0 gives back F₀(T) ≈ ½√(π/T), the point-charge formula. Since exp(−T(1+u²)) ≤ exp(−T), the dropped term is at most (π/4) exp(−T), an estimate made here by hand and not stated in the Lean code.

```lean
#print axioms BoysProductIdentity.boys_product_identity
#print axioms BoysProductIdentity.boys_square_identity
```

```
'BoysProductIdentity.boys_product_identity' depends on axioms: [propext, Classical.choice, Quot.sound]
'BoysProductIdentity.boys_square_identity' depends on axioms: [propext, Classical.choice, Quot.sound]
```
